# A bound on the weight that a perturbation moves across an energy window

Suppose the occupied states of a clean tight-binding sample are expanded in the eigenstates of the same sample with an impurity, and only eigenstates below a cutoff $b$ are kept. The squared norm lost, summed over the occupied states, is $\mathrm{tr}(PQ')$. Here $P$ projects on the clean states with energy at most $a$, and $Q'$ on the perturbed states with energy at least $b$. For $a<b$ this loss is at most $\mathrm{tr}(V^2)/(b-a)^2$, where $V$ is the perturbation.

## Two Hamiltonians and their eigenvectors

The Hamiltonians are one-electron matrices in an orthonormal basis of orbitals, labelled by a finite set `n`. Interactions are left out, and a site below carries one orbital.

In Lean 4 with Mathlib:

```lean
import Mathlib

open Matrix

namespace DisorderSpectralLeakage

noncomputable section

variable {n : Type*} [Fintype n] [DecidableEq n] {H K V : Matrix n n ℂ}
```

Let $H\psi_i=E_i\psi_i$ with orthonormal $\psi_i$, and let $U$ be the unitary matrix with columns $\psi_i$.

```lean
/-- The unitary matrix whose columns are orthonormal eigenvectors of the Hamiltonian. -/
def modes (hH : H.IsHermitian) : Matrix n n ℂ := hH.eigenvectorUnitary
```

A function of the Hamiltonian keeps the eigenvectors and replaces the energies: $f(H)=U\,\mathrm{diag}(f(E_i))\,U^\dagger$.

```lean
/-- The function `f` of a Hamiltonian: same eigenvectors, each energy `E` replaced by `f E`. -/
def spectralFn (hH : H.IsHermitian) (f : ℝ → ℝ) : Matrix n n ℂ :=
  modes hH * diagonal (fun i => (f (hH.eigenvalues i) : ℂ)) * (modes hH)ᴴ
```

Step functions give the projectors. For $P$, $f(E)=1$ when $E\le a$ and $0$ otherwise.

```lean
/-- The projector on the eigenvectors with energy at most `a`. -/
def statesBelow (hH : H.IsHermitian) (a : ℝ) : Matrix n n ℂ :=
  spectralFn hH (fun E => if E ≤ a then 1 else 0)
```

For $Q'$, the step selects $E\ge b$.

```lean
/-- The projector on the eigenvectors with energy at least `b`. -/
def statesAbove (hH : H.IsHermitian) (b : ℝ) : Matrix n n ℂ :=
  spectralFn hH (fun E => if b ≤ E then 1 else 0)
```

The second Hamiltonian, `K` in the code, has energies $E'_j$, eigenvectors $\varphi_j$ and eigenvector matrix $U'$. Write $O_{ij}=|\langle\psi_i|\varphi_j\rangle|^2=|(U^\dagger U')_{ij}|^2$.

```lean
/-- The squared modulus of the inner product of eigenvector `i` of `H` with eigenvector `j`
of `K`. -/
def overlap (hH : H.IsHermitian) (hK : K.IsHermitian) (i j : n) : ℝ :=
  Complex.normSq (((modes hH)ᴴ * modes hK) i j)
```

## Functions of one Hamiltonian

Since $U^\dagger U=1$, the inner factors cancel in $f(H)g(H)$, leaving $U\,\mathrm{diag}(f(E_i)g(E_i))\,U^\dagger$. The `calc` block regroups the product to expose that cancellation.

```lean
/-- Functions of one Hamiltonian multiply pointwise in the energy. -/
theorem spectralFn_mul (hH : H.IsHermitian) (f g : ℝ → ℝ) :
    spectralFn hH f * spectralFn hH g = spectralFn hH (fun E => f E * g E) := by
  have hU : (modes hH)ᴴ * modes hH = 1 :=
    Matrix.mem_unitaryGroup_iff'.1 hH.eigenvectorUnitary.2
  unfold spectralFn
  calc _ = modes hH * diagonal (fun i => (f (hH.eigenvalues i) : ℂ)) *
        ((modes hH)ᴴ * modes hH) * diagonal (fun i => (g (hH.eigenvalues i) : ℂ)) *
        (modes hH)ᴴ := by simp only [Matrix.mul_assoc]
    _ = _ := by
      rw [hU, Matrix.mul_one, Matrix.mul_assoc (modes hH), diagonal_mul_diagonal]
      simp only [Complex.ofReal_mul]
```

For $f=1$ the result is $UU^\dagger=1$, which is completeness.

```lean
/-- The constant function 1 of a Hamiltonian is the identity: its eigenvectors are complete. -/
theorem spectralFn_one (hH : H.IsHermitian) : spectralFn hH (fun _ => 1) = 1 := by
  have hU : modes hH * (modes hH)ᴴ = 1 :=
    Matrix.mem_unitaryGroup_iff.1 hH.eigenvectorUnitary.2
  simp only [spectralFn, Complex.ofReal_one, diagonal_one, Matrix.mul_one, hU]
```

For $f(E)=E$, the eigenvalue equations read $HU=U\,\mathrm{diag}(E_i)$ (`hE`), so $U\,\mathrm{diag}(E_i)\,U^\dagger=HUU^\dagger=H$.

```lean
/-- The Hamiltonian is rebuilt from its energies and eigenvectors. -/
theorem spectralFn_id (hH : H.IsHermitian) : spectralFn hH (fun E => E) = H := by
  have hU : modes hH * (modes hH)ᴴ = 1 :=
    Matrix.mem_unitaryGroup_iff.1 hH.eigenvectorUnitary.2
  -- the eigenvalue equation, all columns at once
  have hE : H * modes hH = modes hH * diagonal (fun i => (hH.eigenvalues i : ℂ)) := by
    ext i j
    have h := congrFun (hH.mulVec_eigenvectorBasis j) i
    rw [Matrix.mul_diagonal, Matrix.mul_apply]
    simpa [modes, Matrix.mulVec, dotProduct, Matrix.IsHermitian.eigenvectorUnitary_apply,
      mul_comm] using h
  unfold spectralFn
  rw [← hE, Matrix.mul_assoc, hU, Matrix.mul_one]
```

## Traces as sums over pairs of levels

With $W=U^\dagger U'$, cyclicity of the trace gives

$$\mathrm{tr}\,f(H)g(K)=\mathrm{tr}\big(\mathrm{diag}(f(E_i))\,W\,\mathrm{diag}(g(E'_j))\,W^\dagger\big)=\sum_{ij}f(E_i)\,g(E'_j)\,O_{ij}.$$

The auxiliary statement `key` is the last equality. The sum is real, so the later use of `.re` discards nothing.

```lean
/-- The trace of a function of `H` times a function of `K` is a double sum over their energies,
weighted by the overlaps of the eigenvectors. -/
theorem trace_spectralFn_mul (hH : H.IsHermitian) (hK : K.IsHermitian) (f g : ℝ → ℝ) :
    (spectralFn hH f * spectralFn hK g).trace =
      ((∑ i, ∑ j, f (hH.eigenvalues i) * g (hK.eigenvalues j) * overlap hH hK i j : ℝ) : ℂ) := by
  have key : ∀ (d e : n → ℝ) (W : Matrix n n ℂ),
      (diagonal (fun i => (d i : ℂ)) * W * (diagonal (fun i => (e i : ℂ)) * Wᴴ)).trace =
        ((∑ i, ∑ j, d i * e j * Complex.normSq (W i j) : ℝ) : ℂ) := by
    intro d e W
    simp only [Matrix.trace, Complex.ofReal_sum, Complex.ofReal_mul]
    refine Finset.sum_congr rfl fun i _ => ?_
    rw [Matrix.diag_apply, Matrix.mul_apply]
    refine Finset.sum_congr rfl fun j _ => ?_
    rw [Matrix.diagonal_mul, Matrix.diagonal_mul, Matrix.conjTranspose_apply]
    have h : W i j * star (W i j) = (Complex.normSq (W i j) : ℂ) := Complex.mul_conj _
    linear_combination (d i : ℂ) * (e j : ℂ) * h
  -- cyclicity of the trace brings the two eigenbases together
  refine Eq.trans ?_ (key _ _ ((modes hH)ᴴ * modes hK))
  unfold spectralFn
  rw [Matrix.mul_assoc (modes hH), Matrix.mul_assoc (modes hH), Matrix.trace_mul_comm,
    Matrix.conjTranspose_mul, Matrix.conjTranspose_conjTranspose]
  simp only [Matrix.mul_assoc]
```

Expanding the square gives $\mathrm{tr}f(H)^2+\mathrm{tr}f(K)^2-2\,\mathrm{tr}f(H)f(K)$. Inserting the identity as a function of the other Hamiltonian (`e1`, `e2`) turns every term into a double sum, and these combine to

$$\mathrm{tr}\big(f(H)-f(K)\big)^2=\sum_{ij}\big(f(E_i)-f(E'_j)\big)^2O_{ij}.$$

```lean
/-- The squared Hilbert-Schmidt distance between the same function of two Hamiltonians is the
overlap-weighted sum of the squared differences of its values. -/
theorem trace_sub_sq (hH : H.IsHermitian) (hK : K.IsHermitian) (f : ℝ → ℝ) :
    ((spectralFn hH f - spectralFn hK f) * (spectralFn hH f - spectralFn hK f)).trace =
      ((∑ i, ∑ j, (f (hH.eigenvalues i) - f (hK.eigenvalues j)) ^ 2 *
        overlap hH hK i j : ℝ) : ℂ) := by
  have e1 : spectralFn hH f * spectralFn hH f =
      spectralFn hH (fun E => f E * f E) * spectralFn hK (fun _ => 1) := by
    rw [spectralFn_mul, spectralFn_one, Matrix.mul_one]
  have e2 : spectralFn hK f * spectralFn hK f =
      spectralFn hH (fun _ => 1) * spectralFn hK (fun E => f E * f E) := by
    rw [spectralFn_mul, spectralFn_one, Matrix.one_mul]
  rw [Matrix.sub_mul, Matrix.mul_sub, Matrix.mul_sub, Matrix.trace_sub, Matrix.trace_sub,
    Matrix.trace_sub, Matrix.trace_mul_comm (spectralFn hK f) (spectralFn hH f), e1, e2]
  simp only [trace_spectralFn_mul, Complex.ofReal_sum, ← Finset.sum_sub_distrib]
  refine Finset.sum_congr rfl fun i _ => ?_
  refine Finset.sum_congr rfl fun j _ => ?_
  push_cast
  ring
```

Now set $K=H+V$ and $f(E)=E$. Then $H-K=-V$, and

$$\mathrm{tr}V^2=\sum_{ij}(E_i-E'_j)^2O_{ij}.$$

Both $H$ and $H+V$ are assumed Hermitian, hence so is $V$.

```lean
/-- Sum rule: `tr V²` is the sum of the squared energy differences between the levels of `H` and
of `H + V`, weighted by the overlaps of their eigenvectors. -/
theorem perturbation_sum_rule (hH : H.IsHermitian) (hK : (H + V).IsHermitian) :
    (V * V).trace = ((∑ i, ∑ j, (hH.eigenvalues i - hK.eigenvalues j) ^ 2 *
      overlap hH hK i j : ℝ) : ℂ) := by
  have h := trace_sub_sq hH hK (fun E => E)
  rw [spectralFn_id hH, spectralFn_id hK] at h
  have hV : (H - (H + V)) * (H - (H + V)) = V * V := by noncomm_ring
  rw [hV] at h
  exact h
```

## The bound

A pair contributes to $\mathrm{tr}(PQ')$ only if $E_i\le a$ and $E'_j\ge b$, and then $(E_i-E'_j)^2\ge(b-a)^2$. Multiplying by $O_{ij}\ge0$ and summing gives

$$(b-a)^2\,\mathrm{tr}(PQ')\le\sum_{ij}(E_i-E'_j)^2O_{ij}=\mathrm{tr}V^2.$$

In the code `hc` is the comparison for one pair, split into cases by the two step functions.

```lean
/-- For `a < b`, the total weight of the states of `H` at or below `a` on the states of `H + V`
at or above `b` is at most `tr V² / (b - a)²`. -/
theorem leakage_le (hH : H.IsHermitian) (hK : (H + V).IsHermitian) {a b : ℝ} (hab : a < b) :
    (statesBelow hH a * statesAbove hK b).trace.re ≤ (V * V).trace.re / (b - a) ^ 2 := by
  unfold statesBelow statesAbove
  rw [trace_spectralFn_mul, perturbation_sum_rule hH hK, Complex.ofReal_re, Complex.ofReal_re,
    le_div_iff₀ (pow_pos (sub_pos.2 hab) 2), Finset.sum_mul]
  refine Finset.sum_le_sum fun i _ => ?_
  rw [Finset.sum_mul]
  refine Finset.sum_le_sum fun j _ => ?_
  -- every pair that contributes is separated by at least the window `b - a`
  have hc : (if hH.eigenvalues i ≤ a then (1 : ℝ) else 0) *
      (if b ≤ hK.eigenvalues j then (1 : ℝ) else 0) * (b - a) ^ 2 ≤
      (hH.eigenvalues i - hK.eigenvalues j) ^ 2 := by
    have h0 := sq_nonneg (hH.eigenvalues i - hK.eigenvalues j)
    by_cases h1 : hH.eigenvalues i ≤ a
    · by_cases h2 : b ≤ hK.eigenvalues j
      · rw [if_pos h1, if_pos h2]
        nlinarith
      · rw [if_neg h2]
        linarith
    · rw [if_neg h1]
      linarith
  have h := mul_le_mul_of_nonneg_right hc
    (show 0 ≤ overlap hH hK i j from Complex.normSq_nonneg _)
  linarith
```

An impurity of real strength $w$ on site $x$ is $V=w|x\rangle\langle x|$, written `Matrix.single x x (w : ℂ)`. Then $\mathrm{tr}V^2=w^2$ and the bound is $w^2/(b-a)^2$ for any number of sites. With on-site disorder $w_x$ throughout the sample, $\mathrm{tr}V^2=\sum_x w_x^2$ generally grows with its size.

```lean
/-- For an impurity of strength `w` on one site and `a < b`, the weight is at most
`w² / (b - a)²`, whatever the number of sites. -/
theorem impurity_leakage_le (x : n) (w : ℝ) (hH : H.IsHermitian)
    (hK : (H + Matrix.single x x (w : ℂ)).IsHermitian) {a b : ℝ} (hab : a < b) :
    (statesBelow hH a * statesAbove hK b).trace.re ≤ w ^ 2 / (b - a) ^ 2 := by
  have hw : (Matrix.single x x (w : ℂ) * Matrix.single x x (w : ℂ)).trace.re = w ^ 2 := by
    rw [Matrix.single_mul_single_same, Matrix.trace_single_eq_same, ← Complex.ofReal_mul,
      Complex.ofReal_re]
    ring
  rw [← hw]
  exact leakage_le hH hK hab
```

## Change of the occupied projector

Let $P'$ project on the states of $H+V$ at or below $a$, and suppose neither Hamiltonian has a level strictly between $a$ and $b$. The step functions then differ only for pairs on opposite sides of the gap, so the same comparison gives $\mathrm{tr}(P-P')^2\le\mathrm{tr}V^2/(b-a)^2$. The perturbed gap is assumed, not derived: the perturbation must move no level into the window. The clean gap is assumed too; in a sample with open edges, edge states can lie inside the bulk gap and narrow the window. The filling is set by energy, not by electron number.

```lean
/-- If neither `H` nor `H + V` has a level strictly between `a` and `b`, with `a < b`, then the
projectors on their states at or below `a` differ in squared Hilbert-Schmidt norm by at most
`tr V² / (b - a)²`. -/
theorem gapped_projector_change_le (hH : H.IsHermitian) (hK : (H + V).IsHermitian) {a b : ℝ}
    (hab : a < b) (gH : ∀ i, hH.eigenvalues i ≤ a ∨ b ≤ hH.eigenvalues i)
    (gK : ∀ j, hK.eigenvalues j ≤ a ∨ b ≤ hK.eigenvalues j) :
    ((statesBelow hH a - statesBelow hK a) * (statesBelow hH a - statesBelow hK a)).trace.re ≤
      (V * V).trace.re / (b - a) ^ 2 := by
  unfold statesBelow
  rw [trace_sub_sq, perturbation_sum_rule hH hK, Complex.ofReal_re, Complex.ofReal_re,
    le_div_iff₀ (pow_pos (sub_pos.2 hab) 2), Finset.sum_mul]
  refine Finset.sum_le_sum fun i _ => ?_
  rw [Finset.sum_mul]
  refine Finset.sum_le_sum fun j _ => ?_
  -- only pairs on opposite sides of the gap contribute
  have hc : ((if hH.eigenvalues i ≤ a then (1 : ℝ) else 0) -
      (if hK.eigenvalues j ≤ a then (1 : ℝ) else 0)) ^ 2 * (b - a) ^ 2 ≤
      (hH.eigenvalues i - hK.eigenvalues j) ^ 2 := by
    have h0 := sq_nonneg (hH.eigenvalues i - hK.eigenvalues j)
    by_cases h1 : hH.eigenvalues i ≤ a
    · by_cases h2 : hK.eigenvalues j ≤ a
      · rw [if_pos h1, if_pos h2]
        linarith
      · have h3 := (gK j).resolve_left h2
        rw [if_pos h1, if_neg h2]
        nlinarith
    · have h3 := (gH i).resolve_left h1
      by_cases h2 : hK.eigenvalues j ≤ a
      · rw [if_neg h1, if_pos h2]
        nlinarith
      · rw [if_neg h1, if_neg h2]
        linarith
  have h := mul_le_mul_of_nonneg_right hc
    (show 0 ≤ overlap hH hK i j from Complex.normSq_nonneg _)
  linarith
```

A neighbouring estimate needs no gap. If $|f(E)-f(E')|\le L|E-E'|$, the two sums above give $\mathrm{tr}(f(H)-f(H+V))^2\le L^2\,\mathrm{tr}V^2$; for Fermi occupations at temperature $T>0$, with the same chemical potential for both Hamiltonians, $L=1/(4k_BT)$. This variant is derived here by hand only.

## A case of equality

Take $H=a\,1$ and $V=(b-a)\,1$ on $N$ sites. All levels move from $a$ to $b$, so $P=Q'=1$ and both sides of the main bound equal $N$. The potential changes no state, only the energies, while $a$ and $b$ stay fixed. Here `key` shows that a multiple of the identity has a single energy, which makes both projectors the identity.

```lean
/-- The bound is attained when all levels sit at `a` and a uniform potential `b - a`, with
`a < b`, lifts them to `b`. -/
theorem leakage_sharp {a b : ℝ} (hab : a < b)
    (hH : ((a : ℂ) • (1 : Matrix n n ℂ)).IsHermitian)
    (hK : ((a : ℂ) • (1 : Matrix n n ℂ) + ((b - a : ℝ) : ℂ) • 1).IsHermitian) :
    (statesBelow hH a * statesAbove hK b).trace.re =
      ((((b - a : ℝ) : ℂ) • (1 : Matrix n n ℂ)) * (((b - a : ℝ) : ℂ) • 1)).trace.re /
        (b - a) ^ 2 := by
  -- a multiple of the identity has a single energy, so both projectors are the identity
  have key : ∀ (c : ℝ) (M : Matrix n n ℂ) (hM : M.IsHermitian), M = (c : ℂ) • 1 →
      statesBelow hM c = 1 ∧ statesAbove hM c = 1 := by
    intro c M hM h
    have hU : (modes hM)ᴴ * modes hM = 1 :=
      Matrix.mem_unitaryGroup_iff'.1 hM.eigenvectorUnitary.2
    have e := spectralFn_id hM
    unfold spectralFn at e
    have h' : ∀ X Y : Matrix n n ℂ, X * M * Y = (c : ℂ) • (X * Y) := by
      intro X Y
      rw [h, Matrix.mul_smul, Matrix.mul_one, Matrix.smul_mul]
    have hD : diagonal (fun i => (hM.eigenvalues i : ℂ)) = (c : ℂ) • (1 : Matrix n n ℂ) := by
      calc _ = ((modes hM)ᴴ * modes hM) * diagonal (fun i => (hM.eigenvalues i : ℂ)) *
            ((modes hM)ᴴ * modes hM) := by rw [hU, Matrix.one_mul, Matrix.mul_one]
        _ = (modes hM)ᴴ * (modes hM * diagonal (fun i => (hM.eigenvalues i : ℂ)) *
            (modes hM)ᴴ) * modes hM := by simp only [Matrix.mul_assoc]
        _ = _ := by rw [e, h', hU]
    have hE : ∀ i, hM.eigenvalues i = c := by
      intro i
      have hi := congrFun (congrFun hD i) i
      simpa using hi
    constructor
    · refine Eq.trans ?_ (spectralFn_one hM)
      simp only [statesBelow, spectralFn, hE, le_refl, if_true]
    · refine Eq.trans ?_ (spectralFn_one hM)
      simp only [statesAbove, spectralFn, hE, le_refl, if_true]
  have hb : (a : ℂ) • (1 : Matrix n n ℂ) + ((b - a : ℝ) : ℂ) • 1 = (b : ℂ) • 1 := by
    rw [← add_smul]
    congr 1
    push_cast
    ring
  have hne : (b - a) ^ 2 ≠ 0 := pow_ne_zero 2 (sub_pos.2 hab).ne'
  rw [(key a _ hH rfl).1, (key b _ hK hb).2, Matrix.one_mul, Matrix.smul_mul, Matrix.one_mul,
    smul_smul, Matrix.trace_smul, Matrix.trace_one, smul_eq_mul, ← Complex.ofReal_mul,
    Complex.re_ofReal_mul, Complex.natCast_re, eq_div_iff hne]
  ring

end

end DisorderSpectralLeakage
```

```lean
#print axioms DisorderSpectralLeakage.perturbation_sum_rule
#print axioms DisorderSpectralLeakage.impurity_leakage_le
#print axioms DisorderSpectralLeakage.gapped_projector_change_le
#print axioms DisorderSpectralLeakage.leakage_sharp
```

```
'DisorderSpectralLeakage.perturbation_sum_rule' depends on axioms: [propext, Classical.choice, Quot.sound]
'DisorderSpectralLeakage.impurity_leakage_le' depends on axioms: [propext, Classical.choice, Quot.sound]
'DisorderSpectralLeakage.gapped_projector_change_le' depends on axioms: [propext, Classical.choice, Quot.sound]
'DisorderSpectralLeakage.leakage_sharp' depends on axioms: [propext, Classical.choice, Quot.sound]
```
